# Exact Kramers–Kronig weight of a linear-interpolation hat at frequencies outside its support

A triangular spectral peak of height 1 on \([-1,1]\), seen from the frequency 2, gives \(\int_{-1}^{1}(1-|y|)/(2-y)\,dy = 3\log 3-4\log 2\approx 0.523\), because each flank divided by \(2-y\) is a constant plus a multiple of \(1/(2-y)\) and the two constants cancel. The Lean code below proves the corresponding formula for every half-width \(h>0\) and every frequency \(x\) with \(|x|>h\), and sums it over finitely many shifted peaks.

```lean
import Mathlib

open Real MeasureTheory Set

namespace PiecewiseLinearKramersKronig

noncomputable section

/-- Triangular basis function of linear interpolation with grid spacing `h`, centred at 0. -/
def hat (h y : ℝ) : ℝ := max (1 - |y| / h) 0

/-- Closed-form Kramers-Kronig weight at distance `x` from a node, for grid spacing `h`. -/
def weight (h x : ℝ) : ℝ :=
  ((x + h) * log |x + h| - 2 * x * log |x| + (x - h) * log |x - h|) / h

/-- Piecewise-linear spectrum: hats of half-width `h` with amplitudes `a j` at nodes `ω j`. -/
def spectrum {ι : Type*} (s : Finset ι) (h : ℝ) (ω a : ι → ℝ) (y : ℝ) : ℝ :=
  ∑ j ∈ s, a j * hat h (y - ω j)

/-- Integral of a linear function `α + β y` against the kernel `1/(x - y)` over a segment
that does not contain `x`. -/
theorem integral_linear_segment (α β a b x : ℝ) (hx : x ∉ uIcc a b) :
    ∫ y in a..b, (α + β * y) / (x - y)
      = (α + β * x) * (log |x - a| - log |x - b|) - β * (b - a) := by
  have hne : ∀ y ∈ uIcc a b, x - y ≠ 0 := fun y hy h0 => hx (by rwa [sub_eq_zero.mp h0])
  -- antiderivative: -(α + β x) log (x - y) - β y
  have hderiv : ∀ y ∈ uIcc a b,
      HasDerivAt (fun y => -(α + β * x) * log (x - y) - β * y) ((α + β * y) / (x - y)) y := by
    intro y hy
    have h0 := hne y hy
    have h1 : HasDerivAt (fun y => x - y) (-1) y := (hasDerivAt_id' y).const_sub x
    have h2 := ((h1.log h0).const_mul (-(α + β * x))).fun_sub ((hasDerivAt_id' y).const_mul β)
    refine h2.congr_deriv ?_
    field_simp
    ring
  have hc : ContinuousOn (fun y => (α + β * y) / (x - y)) (uIcc a b) :=
    ContinuousOn.div (f := fun y => α + β * y) (g := fun y => x - y)
      (by fun_prop) (by fun_prop) hne
  rw [intervalIntegral.integral_eq_sub_of_hasDerivAt hderiv hc.intervalIntegrable]
  simp only [log_abs]
  ring

/-- For `|x| > h` the integral of `(1 - |y|/h)/(x - y)` over `[-h, h]` equals the weight. -/
theorem integral_hat_kernel (h x : ℝ) (hh : 0 < h) (hx : h < |x|) :
    ∫ y in (-h)..h, (1 - |y| / h) / (x - y) = weight h x := by
  have hout : ∀ a b : ℝ, -h ≤ a → a ≤ b → b ≤ h → x ∉ uIcc a b := by
    intro a b ha hab hb hm
    rw [uIcc_of_le hab] at hm
    have : |x| ≤ h := abs_le.mpr ⟨ha.trans hm.1, hm.2.trans hb⟩
    linarith
  have hint : ∀ a b : ℝ, x ∉ uIcc a b →
      IntervalIntegrable (fun y => (1 - |y| / h) / (x - y)) volume a b := by
    intro a b hab
    have hne : ∀ y ∈ uIcc a b, x - y ≠ 0 := fun y hy h0 => hab (by rwa [sub_eq_zero.mp h0])
    have hc : ContinuousOn (fun y => (1 - |y| / h) / (x - y)) (uIcc a b) :=
      ContinuousOn.div (f := fun y => 1 - |y| / h) (g := fun y => x - y)
        (continuous_const.sub (continuous_abs.div_const h)).continuousOn (by fun_prop) hne
    exact hc.intervalIntegrable
  have hL := hout (-h) 0 le_rfl (by linarith) hh.le
  have hR := hout 0 h (by linarith) hh.le le_rfl
  -- rising flank
  have e1 : ∫ y in (-h)..0, (1 - |y| / h) / (x - y)
      = ∫ y in (-h)..0, (1 + (1 / h) * y) / (x - y) := by
    apply intervalIntegral.integral_congr
    intro y hy
    rw [uIcc_of_le (by linarith)] at hy
    simp only [abs_of_nonpos hy.2]
    ring
  -- falling flank
  have e2 : ∫ y in (0 : ℝ)..h, (1 - |y| / h) / (x - y)
      = ∫ y in (0 : ℝ)..h, (1 + (-1 / h) * y) / (x - y) := by
    apply intervalIntegral.integral_congr
    intro y hy
    rw [uIcc_of_le hh.le] at hy
    simp only [abs_of_nonneg hy.1]
    ring
  rw [← intervalIntegral.integral_add_adjacent_intervals (hint _ _ hL) (hint _ _ hR), e1, e2,
    integral_linear_segment _ _ _ _ _ hL, integral_linear_segment _ _ _ _ _ hR, weight]
  simp only [sub_neg_eq_add, sub_zero]
  have h0 := hh.ne'
  field_simp
  ring

/-- For `x > h > 0` the integral of `(1 - |y|/h)/(x - y)` over `[-h, h]` is
`((x+h) log (x+h) - 2 x log x + (x-h) log (x-h)) / h`. -/
theorem integral_hat_kernel_of_gt (h x : ℝ) (hh : 0 < h) (hx : h < x) :
    ∫ y in (-h)..h, (1 - |y| / h) / (x - y)
      = ((x + h) * log (x + h) - 2 * x * log x + (x - h) * log (x - h)) / h := by
  rw [integral_hat_kernel h x hh (hx.trans_le (le_abs_self x)), weight]
  simp only [log_abs]

/-- The weight is an odd function of the distance to the node. -/
theorem weight_neg (h x : ℝ) : weight h (-x) = -weight h x := by
  unfold weight
  rw [show -x + h = -(x - h) by ring, show -x - h = -(x + h) by ring]
  simp only [abs_neg]
  ring

/-- At a distance of `t > 1` grid spacings the weight is
`(t+1) log (t+1) - 2 t log t + (t-1) log (t-1)`, whatever the spacing `h > 0`. -/
theorem weight_scaled (h t : ℝ) (hh : 0 < h) (ht : 1 < t) :
    weight h (t * h) = (t + 1) * log (t + 1) - 2 * t * log t + (t - 1) * log (t - 1) := by
  have h0 := hh.ne'
  have h1 : t + 1 ≠ 0 := by linarith
  have h2 : t ≠ 0 := by linarith
  have h3 : t - 1 ≠ 0 := by linarith
  unfold weight
  rw [show t * h + h = (t + 1) * h by ring, show t * h - h = (t - 1) * h by ring]
  simp only [log_abs]
  -- the terms in log h cancel
  rw [log_mul h1 h0, log_mul h2 h0, log_mul h3 h0]
  field_simp
  ring

/-- The hat is 1 at its own node and 0 at every other point `k h` of the grid. -/
theorem hat_grid (h : ℝ) (hh : 0 < h) (k : ℤ) :
    hat h (k * h) = if k = 0 then 1 else 0 := by
  unfold hat
  rw [abs_mul, abs_of_pos hh, mul_div_assoc, div_self hh.ne', mul_one]
  split_ifs with hk
  · simp [hk]
  · have h1 : (1 : ℝ) ≤ |(k : ℝ)| := by exact_mod_cast Int.one_le_abs hk
    exact max_eq_right (by linarith)

/-- For `|x| > h` the function `hat(y)/(x - y)` is integrable over the whole frequency axis
and its integral is the weight. -/
theorem integral_hat_line (h x : ℝ) (hh : 0 < h) (hx : h < |x|) :
    Integrable (fun y => hat h y / (x - y)) ∧ ∫ y, hat h y / (x - y) = weight h x := by
  have hle : -h ≤ h := by linarith
  -- the hat vanishes outside (-h, h)
  have hsupp : Function.support (fun y => hat h y / (x - y)) ⊆ Ioc (-h) h := by
    intro y hy
    have hlt : |y| < h := by
      by_contra hge
      have h1 : 1 ≤ |y| / h := (one_le_div hh).mpr (not_lt.mp hge)
      have h2 : hat h y = 0 := max_eq_right (by linarith)
      exact hy (by simp [h2])
    exact ⟨(abs_lt.mp hlt).1, (abs_lt.mp hlt).2.le⟩
  have habs : ∀ y ∈ uIcc (-h) h, |y| ≤ h := by
    intro y hy
    rw [uIcc_of_le hle] at hy
    exact abs_le.mpr ⟨hy.1, hy.2⟩
  have hne : ∀ y ∈ uIcc (-h) h, x - y ≠ 0 := by
    intro y hy h0
    have h1 := habs y hy
    rw [← sub_eq_zero.mp h0] at h1
    linarith
  have hhat : Continuous (hat h) :=
    (continuous_const.sub (continuous_abs.div_const h)).max continuous_const
  have hc : ContinuousOn (fun y => hat h y / (x - y)) (uIcc (-h) h) :=
    ContinuousOn.div (f := hat h) (g := fun y => x - y) hhat.continuousOn (by fun_prop) hne
  have hi : IntervalIntegrable (fun y => hat h y / (x - y)) volume (-h) h :=
    hc.intervalIntegrable
  refine ⟨(integrableOn_iff_integrable_of_support_subset hsupp).mp hi.1, ?_⟩
  rw [← intervalIntegral.integral_eq_integral_of_support_subset hsupp,
    ← integral_hat_kernel h x hh hx]
  apply intervalIntegral.integral_congr
  intro y hy
  have h1 : |y| / h ≤ 1 := (div_le_one hh).mpr (habs y hy)
  have h2 : hat h y = 1 - |y| / h := max_eq_left (by linarith)
  simp only [h2]

/-- For `x` farther than `h` from every node, the integral of the piecewise-linear spectrum
against `1/(x - y)` is the sum of the amplitudes times the weights at `x - ω j`. -/
theorem integral_spectrum {ι : Type*} (s : Finset ι) (h x : ℝ) (ω a : ι → ℝ) (hh : 0 < h)
    (hx : ∀ j ∈ s, h < |x - ω j|) :
    ∫ y, spectrum s h ω a y / (x - y) = ∑ j ∈ s, a j * weight h (x - ω j) := by
  have e : ∀ y, spectrum s h ω a y / (x - y)
      = ∑ j ∈ s, a j * (hat h (y - ω j) / (x - ω j - (y - ω j))) := by
    intro y
    rw [spectrum, Finset.sum_div]
    refine Finset.sum_congr rfl fun j _ => ?_
    rw [show x - ω j - (y - ω j) = x - y by ring, mul_div_assoc]
  have hi : ∀ j ∈ s,
      Integrable (fun y => a j * (hat h (y - ω j) / (x - ω j - (y - ω j)))) := fun j hj =>
    ((integral_hat_line h _ hh (hx j hj)).1.comp_sub_right (ω j)).const_mul (a j)
  simp only [e]
  rw [integral_finsetSum s hi]
  refine Finset.sum_congr rfl fun j hj => ?_
  -- shift each hat to the origin
  rw [integral_const_mul,
    integral_sub_right_eq_self (fun y => hat h y / (x - ω j - y)) (ω j),
    (integral_hat_line h _ hh (hx j hj)).2]

end

end PiecewiseLinearKramersKronig
```

```lean
#print axioms PiecewiseLinearKramersKronig.weight_scaled
#print axioms PiecewiseLinearKramersKronig.hat_grid
#print axioms PiecewiseLinearKramersKronig.integral_hat_line
#print axioms PiecewiseLinearKramersKronig.integral_spectrum
```

```
'PiecewiseLinearKramersKronig.weight_scaled' depends on axioms: [propext, Classical.choice, Quot.sound]
'PiecewiseLinearKramersKronig.hat_grid' depends on axioms: [propext, Classical.choice, Quot.sound]
'PiecewiseLinearKramersKronig.integral_hat_line' depends on axioms: [propext, Classical.choice, Quot.sound]
'PiecewiseLinearKramersKronig.integral_spectrum' depends on axioms: [propext, Classical.choice, Quot.sound]
```

## The hat, the weight and the theorems about them

Three definitions carry the content. With \(y\) a real frequency, `hat h y` is
\[ \Lambda_h(y)=\max\!\left(1-\frac{|y|}{h},\,0\right), \]
a triangle of height 1, half-width \(h\) and area \(h\), centred at zero. `weight h x` is the closed form
\[ w_h(x)=\frac{(x+h)\log|x+h|-2x\log|x|+(x-h)\log|x-h|}{h}, \]
with natural logarithms. In terms of \(F(u)=u\log|u|\) the numerator is the second difference \(F(x+h)-2F(x)+F(x-h)\). Finally `spectrum s h ω a y` is
\[ A(y)=\sum_{j\in s}a_j\,\Lambda_h(y-\omega_j), \]
where \(s\) is a finite set of labels, \(\omega_j\) (`ω j`) is the node with label \(j\) and \(a_j\) (`a j`) its real amplitude.

The central theorem, `integral_hat_kernel`, says that for \(h>0\) and \(|x|>h\)
\[ \int_{-h}^{h}\frac{1-|y|/h}{x-y}\,dy=w_h(x). \]
It covers both sides of the peak. `integral_hat_kernel_of_gt` is the case \(x>h\), where all three arguments of the logarithm are positive and the absolute values are dropped. `integral_hat_line` extends the range to the whole frequency axis: under the same two hypotheses \(\Lambda_h(y)/(x-y)\) is Lebesgue integrable on \(\mathbb R\) and its integral is \(w_h(x)\). `integral_spectrum` then states
\[ \int_{-\infty}^{\infty}\frac{A(y)}{x-y}\,dy=\sum_{j\in s}a_j\,w_h(x-\omega_j) \]
for \(h>0\), provided \(|x-\omega_j|>h\) for every \(j\in s\). For an empty \(s\) both sides are zero, and for a single node at the origin with amplitude 1 the equation is that of `integral_hat_line`.

Three smaller results describe the weight and the hat. `weight_neg` gives \(w_h(-x)=-w_h(x)\). `weight_scaled` gives, for \(h>0\) and a dimensionless distance \(t>1\),
\[ w_h(th)=(t+1)\log(t+1)-2t\log t+(t-1)\log(t-1), \]
in which \(h\) no longer appears; the value quoted at the top is \(t=2\). `hat_grid` says that for \(h>0\) and an integer \(k\), \(\Lambda_h(kh)\) is 1 if \(k=0\) and 0 otherwise.

## From the Lehmann form to a sum over grid weights

Take a fermionic system at zero temperature with ground state \(|0\rangle\) of energy \(E_0\), units with \(\hbar=1\), and the chemical potential absorbed in the Hamiltonian. Let \(c^\dagger\) and \(c\) create and annihilate a particle in one orbital, and let \(|n\rangle\) and \(|m\rangle\) be eigenstates with one particle more and one fewer, of energies \(E_n\) and \(E_m\). For a complex frequency \(z\) the Green's function in Lehmann form is
\[ G(z)=\sum_n\frac{|\langle n|c^\dagger|0\rangle|^2}{z-(E_n-E_0)}+\sum_m\frac{|\langle m|c|0\rangle|^2}{z+(E_m-E_0)}=\int\frac{A(y)}{z-y}\,dy , \]
where the spectral function \(A\) collects the squared matrix elements at the pole positions. For an extended system, or after broadening, \(A\) is treated as a continuous function. On approaching the real axis from above, \(\operatorname{Im}G=-\pi A\), and \(\operatorname{Re}G(x)\) is the principal value of \(\int A(y)/(x-y)\,dy\), which is the Kramers–Kronig relation. At a frequency \(x\) around which \(A\) vanishes, the principal value is an ordinary integral and \(G(x)\) is real. That ordinary integral is the left side of `integral_spectrum`. The kernel is \(1/(x-y)\) with a plus sign and no factor \(1/\pi\), since the factor already sits in \(A=-\operatorname{Im}G/\pi\).

No Hamiltonian, state or function of a complex frequency occurs in the code. The Lehmann form and the Kramers–Kronig relation supply the meaning of the integral and are taken as given, and the theorems evaluate that integral for one class of functions \(A\). The amplitudes are arbitrary real numbers, so neither positivity nor a sum rule is used.

The parameter \(h\) stands for the spacing of a uniform frequency grid, and \(h>0\) says that it is a genuine spacing. When the nodes are distinct points of such a grid, every hat vanishes at all grid points but its own by `hat_grid`, so \(a_j\) is the tabulated value \(A(\omega_j)\) and \(A\) runs linearly between neighbouring grid points. Of this interpolation property the code proves only the part about a single hat, and `integral_spectrum` needs no grid at all: the nodes may lie anywhere, even on top of each other, with one common half-width. On a non-uniform grid a hat can have unequal flanks and is then not a shifted copy of `hat h`, though `integral_linear_segment` applies to each flank that does not contain \(x\).

The condition \(|x-\omega_j|>h\) places \(x\) at a finite distance from all spectral weight, that is, in a gap or beyond the band edges; nodes of zero amplitude can be left out of \(s\). For a spectral function tabulated at finitely many points of a uniform grid, the result therefore gives the real Green's function of the interpolated spectrum without quadrature error, at frequencies more than one spacing away from every retained node. If \(x\) is itself a grid point, `weight_scaled` and `weight_neg` show that each weight depends only on the integer offset to the node, for offsets of magnitude 2 or more. The offsets \(0\) and \(\pm1\), which a transform inside the band also needs, are excluded by the condition \(|x-\omega_j|>h\).

## Two flanks, two logarithms each

Let \(\alpha+\beta y\) be a linear function on a segment with end points \(a\) and \(b\), and let \(x\) lie outside the segment. Writing \(y=x-(x-y)\) in the numerator gives
\[ \frac{\alpha+\beta y}{x-y}=\frac{\alpha+\beta x}{x-y}-\beta . \]
Since \(x-y\) does not vanish on the segment, \(-\log|x-y|\) is an antiderivative of \(1/(x-y)\) there, and
\[ \int_a^b\frac{\alpha+\beta y}{x-y}\,dy=(\alpha+\beta x)\bigl(\log|x-a|-\log|x-b|\bigr)-\beta\,(b-a). \]
The prefactor of the logarithms is the line extrapolated to \(y=x\).

On the rising flank \([-h,0]\) one has \(|y|=-y\), so \(\alpha=1\), \(\beta=1/h\), and the integral is
\[ \left(1+\frac xh\right)\bigl(\log|x+h|-\log|x|\bigr)-1 . \]
On the falling flank \([0,h]\) one has \(|y|=y\), so \(\alpha=1\), \(\beta=-1/h\), and the integral is
\[ \left(1-\frac xh\right)\bigl(\log|x|-\log|x-h|\bigr)+1 . \]
In the sum the constants \(-1\) and \(+1\) cancel. The coefficient of \(\log|x+h|\) is \((x+h)/h\), that of \(\log|x|\) is \(-(1+x/h)+(1-x/h)=-2x/h\), and that of \(\log|x-h|\) is \(-(1-x/h)=(x-h)/h\). Together these are \(w_h(x)\). For \(h=1\), \(x=2\) the flanks give \(3\log\frac32-1\approx0.216\) and \(1-\log2\approx0.307\). Their sum \(0.523\) lies slightly above the value \(1/2\) that the same area concentrated at \(y=0\) would give.

Replacing \(x\) by \(-x\) swaps the first and third terms of \(w_h\) and reverses every sign, since \(-x+h=-(x-h)\) and \(-x-h=-(x+h)\). Setting \(x=th\) turns each logarithm into \(\log h\) plus the logarithm of \(t+1\), \(t\) or \(t-1\), and the total coefficient of \(\log h\) is \((t+1)-2t+(t-1)=0\). At a grid point \(|kh|/h=|k|\), which is 0 for \(k=0\) and at least 1 otherwise. For the full spectrum, the sum is integrated term by term, and the substitution \(y\to y+\omega_j\) turns the \(j\)-th term into \(a_j\int\Lambda_h(y)/\bigl((x-\omega_j)-y\bigr)\,dy=a_j\,w_h(x-\omega_j)\).

## The same steps in Lean

`integral_linear_segment` is the segment formula. The set `uIcc a b` is the closed interval between \(a\) and \(b\) in either order, and `hne` turns `x ∉ uIcc a b` into \(x-y\neq0\) on it. In `hderiv` the antiderivative \(-(\alpha+\beta x)\log(x-y)-\beta y\) is differentiated by the chain rule, starting from the derivative \(-1\) of \(x-y\) in `h1`; `field_simp` and `ring` then confirm that \((\alpha+\beta x)/(x-y)-\beta\) equals the integrand, which is the first identity of the derivation. The antiderivative is written without absolute values because Mathlib's real logarithm satisfies \(\log u=\log|u|\) for negative \(u\) as well, which is the lemma `log_abs`. One computation thus serves both \(x\) to the right and \(x\) to the left of the segment. Continuity of the integrand (`hc`) gives integrability, and `intervalIntegral.integral_eq_sub_of_hasDerivAt` is the fundamental theorem of calculus.

In `integral_hat_kernel`, `hout` shows that \(x\) misses every subinterval of \([-h,h]\), and `hint` deduces integrability there, which `intervalIntegral.integral_add_adjacent_intervals` requires in order to split the range at 0. The equations `e1` and `e2` resolve \(|y|\) on the two flanks into the linear forms with slopes `1 / h` and `-1 / h`. After two applications of the segment formula, `field_simp` and `ring` collect the coefficients of the three logarithms and cancel the constants. `integral_hat_kernel_of_gt` uses \(h<x\le|x|\) and removes the absolute values with `log_abs`.

`weight_neg` and `weight_scaled` rewrite the arguments exactly as above, the latter with `log_mul`, which needs the factors \(t+1\), \(t\), \(t-1\) and \(h\) to be non-zero. `hat_grid` reduces \(|kh|/h\) to \(|k|\) and uses `Int.one_le_abs` for \(k\neq0\).

`integral_hat_line` passes from the interval to the line. `hsupp` shows that the integrand can be non-zero only where \(|y|<h\), and records this as containment in the half-open interval `Ioc (-h) h`, the set over which Mathlib defines the interval integral from \(-h\) to \(h\). Integrability on that set, again from continuity, is then integrability on \(\mathbb R\), the two integrals agree, and on \([-h,h]\) the maximum in `hat` selects \(1-|y|/h\). In `integral_spectrum`, `e` writes \(x-y\) as \((x-\omega_j)-(y-\omega_j)\) in each term, `hi` supplies integrability of every shifted and scaled term, `integral_finsetSum` exchanges sum and integral, and `integral_sub_right_eq_self` is the translation of the integration variable.

## Frequencies inside the hat, and a negative spacing

The examples here and the complex variant below are ordinary calculations with no theorem in the code behind them. Take \(h=1\) and \(x=\tfrac12\), which violates \(|x|>h\). The numerator equals \(\tfrac12\) at \(y=\tfrac12\), so the integrand has a simple pole inside the range and is not Lebesgue integrable. Mathlib assigns the value 0 to the integral of a non-integrable function, while \(w_1(\tfrac12)=\tfrac32\log\tfrac32+\log2+\tfrac12\log2=\tfrac32\log3\approx1.648\), so the equation of `integral_hat_kernel` is false at this point. The number \(\tfrac32\log 3\) is the principal value, an object different from the integral in the theorem.

The sign of \(h\) matters too. With \(h=-1\) and \(x=2\) the condition \(h<|x|\) holds trivially, the numerator becomes \(1+|y|\), and the integral runs from \(1\) down to \(-1\). Using \(1+|y|=2-(1-|y|)\) and \(\int_{-1}^{1}dy/(2-y)=\log3\), its value is \(-(4\log2-\log3)\approx-1.674\), whereas the closed form gives \(-(3\log3-4\log2)\approx-0.523\).

## A complex frequency in place of \(x\)

A different formulation replaces the real \(x\) by \(z=x+i\eta\) with \(\eta>0\). Then \(z-y\) lies in the upper half-plane for every real \(y\), the integrand is bounded and continuous, and the condition \(|x|>h\) disappears. The segment calculation goes through with the principal complex logarithm of \(z-y\) in place of \(\log|x-y|\), so the weight keeps its three-term shape with arguments \(z+h\), \(z\) and \(z-h\). That version would describe the retarded function above the real axis and the values at positive imaginary frequencies. Its cost is complex-valued integrals and attention to the branch cut, and the real part of \(G\) on the axis itself would appear only after a further limit \(\eta\to0^+\). The real formulation reaches \(G(x)\) directly, but only where the spectrum is absent.
